# One spin in crossed fields: at small time steps the symmetric split projector gives an energy too low by order τ²

A projection calculation with a finite time step can return an energy below the exact ground-state energy. Without the sign and order of the time-step error, such a value may be mistaken for a programming fault, or the data may be extrapolated along a straight line in τ when the leading error goes as τ². For a single spin with a symmetric splitting and no sampling noise, both the order and the coefficient can be found in closed form.

Let X and Z be the Pauli matrices and take the Hamiltonian −hX − JZ, with h and J real and nonzero. Its ground-state energy is −e, where e = √(h² + J²). The exact projector over an imaginary time τ > 0 is exp(τ(hX + JZ)), which, applied repeatedly, turns any state that overlaps the ground state towards it. Here it is replaced by

P = exp(τJZ/2) exp(τhX) exp(τJZ/2).

Write exp(τw) for the largest eigenvalue of P. When P is applied repeatedly to a state that overlaps the corresponding eigenvector, the factor by which the norm grows per step tends to exp(τw). The projected energy is read from this growth and equals −w. Its error is (−w) − (−e) = e − w, and the claim is

(e − w)/τ² → −h²J²/(6e) as τ → 0⁺.

Hence −w lies below −e for all sufficiently small τ. The variational principle is not violated, because −w is not an expectation value of the Hamiltonian.

## From the eigenvalue to the τ² coefficient

Since Z is diagonal and X² = 1,

exp(aZ) = diag(exp(a), exp(−a)), exp(bX) = cosh(b) 1 + sinh(b) X.

With a = τJ/2 and b = τh, the diagonal entries of P are exp(τJ) cosh(τh) and exp(−τJ) cosh(τh), and both off-diagonal entries are sinh(τh). Therefore

tr P = 2C with C = cosh(τh) cosh(τJ), det P = cosh²(τh) − sinh²(τh) = 1.

The eigenvalues are C ± √(C² − 1). The larger is at least 1, so w ≥ 0, and the smaller is its inverse, exp(−τw). Half their sum gives

cosh(τw) = cosh(τh) cosh(τJ).

The right side is at most cosh(τ(|h| + |J|)), so 0 ≤ w ≤ |h| + |J|. This bound makes a Taylor expansion in τ safe although w itself depends on τ. By the addition theorem,

2 cosh(τw) = cosh(τ(h + J)) + cosh(τ(h − J)).

Expand both sides to fourth order. Because (h + J)² + (h − J)² = 2e², this reads

2 + τ²w² + τ⁴w⁴/12 = 2 + τ²e² + τ⁴[(h + J)⁴ + (h − J)⁴]/24 + O(τ⁶).

Subtract 2 + τ²e² and divide by τ⁴:

(w² − e²)/τ² + w⁴/12 → [(h + J)⁴ + (h − J)⁴]/24 = (h⁴ + 6h²J² + J⁴)/12.

Multiplying by τ² shows that w² → e², since w is bounded, and so w → e, since w ≥ 0. Now w⁴/12 tends to e⁴/12 = (h⁴ + 2h²J² + J⁴)/12, which leaves

(w² − e²)/τ² → h²J²/3.

Dividing by w + e → 2e gives (w − e)/τ² → h²J²/(6e), and a change of sign gives the claim.

For the effect of halving the step, write E(τ) = e − w(τ). Then

E(τ)/E(τ/2) = 4 · [E(τ)/τ²] / [E(τ/2)/(τ/2)²] → 4.

## The spin, its projector and its growth rate in Lean

```lean
import Mathlib

open Matrix Filter Topology

namespace SpinProjectorTrotter

noncomputable section
```

The Pauli matrices X and Z are entered as real 2×2 matrices, which suffices because Y does not occur.

```lean
/-- The Pauli matrix X, which flips the spin. -/
def pauliX : Matrix (Fin 2) (Fin 2) ℝ := !![0, 1; 1, 0]

/-- The Pauli matrix Z, diagonal in the spin basis. -/
def pauliZ : Matrix (Fin 2) (Fin 2) ℝ := !![1, 0; 0, -1]
```

The projector uses `NormedSpace.exp`, the true matrix exponential, and not a truncated series. Units have ħ = 1, so τ is an inverse energy.

```lean
/-- The symmetric split projector exp(τJZ/2) exp(τhX) exp(τJZ/2). -/
def projector (h J τ : ℝ) : Matrix (Fin 2) (Fin 2) ℝ :=
  NormedSpace.exp ((τ * J / 2) • pauliZ) * NormedSpace.exp ((τ * h) • pauliX) *
    NormedSpace.exp ((τ * J / 2) • pauliZ)
```

An eigenvalue is a real μ with a nonzero real eigenvector. For the symmetric matrices used here this gives the whole spectrum.

```lean
/-- The set of real eigenvalues of a real 2×2 matrix. -/
def spectrumOf (M : Matrix (Fin 2) (Fin 2) ℝ) : Set ℝ :=
  {μ | ∃ v : Fin 2 → ℝ, v ≠ 0 ∧ M *ᵥ v = μ • v}
```

The quantity w is `growthRate h J τ`, defined through the supremum of the eigenvalues; that this supremum is attained for the projector is established in the proof of `growthRate_spec`. The quantity e is `exactRate h J`.

```lean
/-- The growth rate w of the split projector, for τ ≠ 0: the logarithm of its largest
eigenvalue, divided by τ. The projected energy is -w. -/
def growthRate (h J τ : ℝ) : ℝ := Real.log (sSup (spectrumOf (projector h J τ))) / τ

/-- The exact rate e = √(h² + J²). -/
def exactRate (h J : ℝ) : ℝ := √(h ^ 2 + J ^ 2)
```

## Largest eigenvalues and explicit exponentials

For a 2×2 matrix, μ is an eigenvalue exactly when μ² − (tr M)μ + det M = 0. The next lemma checks that tr M/2 + s is a root and that any larger μ would make the polynomial positive.

```lean
/-- If s ≥ 0 and s² = (tr M/2)² - det M, the largest eigenvalue of M is tr M/2 + s. -/
theorem isGreatest_top (M : Matrix (Fin 2) (Fin 2) ℝ) {s : ℝ} (hs : 0 ≤ s)
    (h : s ^ 2 = (M.trace / 2) ^ 2 - M.det) :
    IsGreatest (spectrumOf M) (M.trace / 2 + s) := by
  -- eigenvalues are the roots of the characteristic polynomial
  have hmem : ∀ μ, μ ∈ spectrumOf M ↔ μ ^ 2 - M.trace * μ + M.det = 0 := by
    intro μ
    have hd : (M - μ • (1 : Matrix (Fin 2) (Fin 2) ℝ)).det =
        μ ^ 2 - M.trace * μ + M.det := by
      simp [Matrix.det_fin_two, Matrix.trace_fin_two]
      ring
    rw [← hd, ← Matrix.exists_mulVec_eq_zero_iff]
    simp only [spectrumOf, Set.mem_ofPred_eq, Matrix.sub_mulVec, Matrix.smul_mulVec,
      Matrix.one_mulVec, sub_eq_zero]
  refine ⟨(hmem _).2 (by linear_combination h), fun μ hμ => ?_⟩
  have h0 := (hmem μ).1 hμ
  by_contra hlt
  push Not at hlt
  nlinarith [mul_pos (sub_pos.2 hlt) (show 0 < μ - M.trace / 2 + s by linarith)]
```

Applied to hX + JZ, minus the Hamiltonian, it confirms that e is the largest eigenvalue, so −e is the ground-state energy.

```lean
/-- The exact rate e is the largest eigenvalue of hX + JZ. -/
theorem exactRate_isGreatest (h J : ℝ) :
    IsGreatest (spectrumOf (h • pauliX + J • pauliZ)) (exactRate h J) := by
  have hM : h • pauliX + J • pauliZ = !![J, h; h, -J] := by
    ext i j
    fin_cases i <;> fin_cases j <;> simp [pauliX, pauliZ]
  have top := isGreatest_top !![J, h; h, -J] (Real.sqrt_nonneg (h ^ 2 + J ^ 2)) (by
    rw [Real.sq_sqrt (by positivity), Matrix.trace_fin_two_of, Matrix.det_fin_two_of]; ring)
  rw [Matrix.trace_fin_two_of, add_neg_cancel, zero_div, zero_add] at top
  rw [hM]
  exact top
```

The exponential of aZ is taken entry by entry. That of bX follows by conjugating Z into X with a matrix whose columns, (1, 1)/√2 and (1, −1)/√2 after normalisation, are the eigenvectors of X.

```lean
/-- The exponential of aZ is diagonal with entries exp(a) and exp(-a). -/
theorem exp_pauliZ (a : ℝ) :
    NormedSpace.exp (a • pauliZ) = !![Real.exp a, 0; 0, Real.exp (-a)] := by
  have hd : a • pauliZ = Matrix.diagonal ![a, -a] := by
    ext i j
    fin_cases i <;> fin_cases j <;> simp [pauliZ]
  rw [hd, Matrix.exp_diagonal, Pi.exp_def]
  ext i j
  fin_cases i <;> fin_cases j <;> simp [Real.exp_eq_exp_ℝ]

/-- The exponential of bX has cosh(b) on the diagonal and sinh(b) off it. -/
theorem exp_pauliX (b : ℝ) : NormedSpace.exp (b • pauliX) =
    !![Real.cosh b, Real.sinh b; Real.sinh b, Real.cosh b] := by
  -- conjugate Z into X
  have hU : (!![1, 1; 1, -1] : Matrix (Fin 2) (Fin 2) ℝ) * !![1/2, 1/2; 1/2, -1/2] = 1 := by
    ext i j
    fin_cases i <;> fin_cases j <;> norm_num [Matrix.mul_apply, Fin.sum_univ_two]
  have h := Matrix.exp_conj (!![1, 1; 1, -1] : Matrix (Fin 2) (Fin 2) ℝ) (b • pauliZ)
    ((Matrix.isUnit_iff_isUnit_det _).2 (by norm_num [Matrix.det_fin_two_of]))
  have hX : !![1, 1; 1, -1] * (b • pauliZ) * !![1/2, 1/2; 1/2, -1/2] = b • pauliX := by
    ext i j
    fin_cases i <;> fin_cases j <;>
      simp [pauliZ, pauliX, Matrix.mul_apply, Fin.sum_univ_two] <;> ring
  rw [Matrix.inv_eq_right_inv hU, exp_pauliZ, hX] at h
  rw [h, Real.cosh_eq, Real.sinh_eq, Matrix.mul_fin_two, Matrix.mul_fin_two]
  congr! 3 <;> ring_nf
```

The following theorem contains the trace and determinant calculation. In it, `ht` gives the trace 2C, `hd` the determinant 1, and `hi` identifies C − s as the inverse of the top eigenvalue C + s.

```lean
/-- For τ > 0 the growth rate w is nonnegative and obeys
cosh(τw) = cosh(τh) cosh(τJ). -/
theorem growthRate_spec (h J : ℝ) {τ : ℝ} (hτ : 0 < τ) : 0 ≤ growthRate h J τ ∧
    Real.cosh (τ * growthRate h J τ) = Real.cosh (τ * h) * Real.cosh (τ * J) := by
  have hE : Real.exp (τ * J / 2) * Real.exp (-(τ * J / 2)) = 1 := by
    rw [← Real.exp_add]; simp
  have h1 : Real.cosh (τ * J) =
      (Real.exp (τ * J / 2) ^ 2 + Real.exp (-(τ * J / 2)) ^ 2) / 2 := by
    rw [Real.cosh_eq, sq, sq, ← Real.exp_add, ← Real.exp_add]; ring_nf
  have ht : (projector h J τ).trace = 2 * (Real.cosh (τ * h) * Real.cosh (τ * J)) := by
    rw [projector, exp_pauliZ, exp_pauliX, Matrix.mul_fin_two, Matrix.mul_fin_two,
      Matrix.trace_fin_two_of, h1]
    ring
  have hd : (projector h J τ).det = 1 := by
    rw [projector, Matrix.det_mul, Matrix.det_mul, exp_pauliZ, exp_pauliX,
      Matrix.det_fin_two_of, Matrix.det_fin_two_of, hE]
    linear_combination Real.cosh_sq (τ * h)
  have hC : 1 ≤ Real.cosh (τ * h) * Real.cosh (τ * J) := by
    nlinarith [Real.one_le_cosh (τ * h), Real.one_le_cosh (τ * J)]
  generalize Real.cosh (τ * h) * Real.cosh (τ * J) = C at ht hC ⊢
  obtain ⟨s, hs0, hs⟩ : ∃ s : ℝ, 0 ≤ s ∧ s ^ 2 = C ^ 2 - 1 :=
    ⟨√(C ^ 2 - 1), Real.sqrt_nonneg _, Real.sq_sqrt (by nlinarith)⟩
  have top := isGreatest_top (projector h J τ) hs0 (by rw [ht, hd, hs]; ring)
  rw [ht, mul_div_cancel_left₀ _ two_ne_zero] at top
  have hi : (C + s)⁻¹ = C - s := inv_eq_of_mul_eq_one_right (by linear_combination -hs)
  rw [growthRate, top.csSup_eq, mul_div_cancel₀ _ hτ.ne']
  refine ⟨div_nonneg (Real.log_nonneg (by linarith)) hτ.le, ?_⟩
  rw [Real.cosh_eq, Real.exp_neg, Real.exp_log (by linarith), hi]; ring
```

## The fourth-order comparison

The Taylor lemma allows a rate `k τ` that varies with τ, provided it stays bounded by K. For |x| ≤ 1 the remainder of cosh x after the fourth-order term is at most x⁶; with x = τk and after division by τ⁴, it is at most K⁶τ².

```lean
/-- For a rate k(τ) bounded on τ > 0, the part of cosh(τk) beyond second order, divided
by τ⁴, differs from k⁴/24 by an amount that vanishes as τ tends to zero from above. -/
theorem cosh_taylor (k : ℝ → ℝ) (K : ℝ) (hk : ∀ τ, 0 < τ → |k τ| ≤ K) :
    Tendsto (fun τ : ℝ => (Real.cosh (τ * k τ) - 1 - (τ * k τ) ^ 2 / 2) / τ ^ 4 -
      k τ ^ 4 / 24) (𝓝[>] 0) (𝓝 0) := by
  have bound : ∀ x : ℝ, |x| ≤ 1 →
      |Real.cosh x - 1 - x ^ 2 / 2 - x ^ 4 / 24| ≤ x ^ 6 := by
    intro x hx
    have h1 := Real.exp_bound hx (n := 6) (by norm_num)
    have h2 := Real.exp_bound (x := -x) (by rwa [abs_neg]) (n := 6) (by norm_num)
    have h6 : |x| ^ 6 = x ^ 6 := Even.pow_abs (by decide) x
    have hp : 0 ≤ x ^ 6 := by positivity
    rw [abs_neg] at h2
    rw [h6, abs_le] at h1 h2
    norm_num [Finset.sum_range_succ, Nat.factorial] at h1 h2
    rw [Real.cosh_eq, abs_le]
    constructor <;> linarith [h1.1, h1.2, h2.1, h2.2]
  have lim : ∀ f : ℝ → ℝ, Continuous f → Tendsto f (𝓝[>] 0) (𝓝 (f 0)) :=
    fun f hf => (hf.tendsto 0).mono_left nhdsWithin_le_nhds
  have hK := lim (fun τ => τ * K) (by fun_prop)
  have hb := lim (fun τ => K ^ 6 * τ ^ 2) (by fun_prop)
  norm_num at hK hb
  refine squeeze_zero_norm' ?_ hb
  filter_upwards [self_mem_nhdsWithin, hK.eventually_le_const one_pos] with τ hτ hs
  have hτ' : 0 < τ := hτ
  have h4 : 0 < τ ^ 4 := pow_pos hτ' 4
  have hx : |τ * k τ| ≤ τ * K := by
    rw [abs_mul, abs_of_pos hτ']
    exact mul_le_mul_of_nonneg_left (hk τ hτ') hτ'.le
  have e : (Real.cosh (τ * k τ) - 1 - (τ * k τ) ^ 2 / 2) / τ ^ 4 - k τ ^ 4 / 24 =
      (Real.cosh (τ * k τ) - 1 - (τ * k τ) ^ 2 / 2 - (τ * k τ) ^ 4 / 24) / τ ^ 4 := by
    rw [eq_div_iff h4.ne', sub_mul, div_mul_cancel₀ _ h4.ne']; ring
  rw [e, Real.norm_eq_abs, abs_div, abs_of_pos h4, div_le_iff₀ h4]
  calc _ ≤ (τ * k τ) ^ 6 := bound _ (hx.trans hs)
    _ = |τ * k τ| ^ 6 := (Even.pow_abs (by decide) _).symm
    _ ≤ (τ * K) ^ 6 := pow_le_pow_left₀ (abs_nonneg _) hx 6
    _ = K ^ 6 * τ ^ 2 * τ ^ 4 := by ring
```

The main theorem states that the coefficient h²J²/(6e) is strictly positive and that the error divided by τ² tends to its negative. The filter `𝓝[>] 0` means that τ approaches zero from above. The signs of h and J are free.

In the proof, `hb` is the bound |w| ≤ |h| + |J|. `hR` applies the Taylor lemma to h + J, h − J and w, and obtains the fourth-order comparison. `hw` derives w → e, and `hq` divides by w + e.

```lean
/-- For nonzero h and J, the Trotter error e - w of the projected energy, divided by τ², tends to
-h²J²/(6e) as τ tends to zero from above, and h²J²/(6e) is strictly positive. -/
theorem trotter_error {h J : ℝ} (hh : h ≠ 0) (hJ : J ≠ 0) :
    0 < h ^ 2 * J ^ 2 / (6 * exactRate h J) ∧
    Tendsto (fun τ : ℝ => (exactRate h J - growthRate h J τ) / τ ^ 2) (𝓝[>] 0)
      (𝓝 (-(h ^ 2 * J ^ 2 / (6 * exactRate h J)))) := by
  have he : 0 < exactRate h J := Real.sqrt_pos.2 (by positivity)
  have hsq : exactRate h J ^ 2 = h ^ 2 + J ^ 2 := Real.sq_sqrt (by positivity)
  have hS := fun (τ : ℝ) (hτ : 0 < τ) => growthRate_spec h J hτ
  generalize exactRate h J = e at he hsq ⊢
  generalize growthRate h J = w at hS ⊢
  refine ⟨by positivity, ?_⟩
  -- the growth rate is bounded by |h| + |J|
  have hb : ∀ τ, 0 < τ → |w τ| ≤ |h| + |J| := by
    intro τ hτ
    have h1 : Real.cosh (τ * w τ) ≤ Real.cosh (|τ * h| + |τ * J|) := by
      rw [(hS τ hτ).2, Real.cosh_add, Real.cosh_abs, Real.cosh_abs]
      linarith [mul_nonneg (Real.sinh_nonneg_iff.2 (abs_nonneg (τ * h)))
        (Real.sinh_nonneg_iff.2 (abs_nonneg (τ * J)))]
    rw [Real.cosh_le_cosh, abs_of_nonneg (add_nonneg (abs_nonneg (τ * h))
      (abs_nonneg (τ * J))), abs_mul, abs_mul, abs_mul, abs_of_pos hτ, ← mul_add] at h1
    exact le_of_mul_le_mul_left h1 hτ
  -- compare fourth orders in 2 cosh(τw) = cosh(τ(h+J)) + cosh(τ(h-J))
  have hR : Tendsto (fun τ => (w τ ^ 2 - e ^ 2) / τ ^ 2 + w τ ^ 4 / 12) (𝓝[>] 0)
      (𝓝 (((h + J) ^ 4 + (h - J) ^ 4) / 24)) := by
    have L := (((cosh_taylor (fun _ => h + J) _ fun _ _ => le_rfl).add
      (cosh_taylor (fun _ => h - J) _ fun _ _ => le_rfl)).sub
      ((cosh_taylor w _ hb).const_mul 2)).add_const (((h + J) ^ 4 + (h - J) ^ 4) / 24)
    rw [mul_zero, add_zero, sub_zero, zero_add] at L
    refine L.congr' ?_
    filter_upwards [self_mem_nhdsWithin] with τ hτ
    have hτ0 : τ ≠ 0 := ne_of_gt hτ
    have h4 : (w τ ^ 2 - e ^ 2) / τ ^ 2 = τ ^ 2 * (w τ ^ 2 - e ^ 2) / τ ^ 4 := by
      rw [show τ ^ 4 = τ ^ 2 * τ ^ 2 by ring, mul_div_mul_left _ _ (pow_ne_zero 2 hτ0)]
    rw [h4, hsq, (hS τ hτ).2, mul_add τ, mul_sub τ, Real.cosh_add, Real.cosh_sub]
    ring
  -- hence w tends to e
  have t2 : Tendsto (fun τ : ℝ => τ ^ 2) (𝓝[>] 0) (𝓝 0) := by
    have hc : Continuous fun τ : ℝ => τ ^ 2 := by fun_prop
    simpa using (hc.tendsto 0).mono_left nhdsWithin_le_nhds
  have hz : Tendsto (fun τ => τ ^ 2 * w τ ^ 4) (𝓝[>] 0) (𝓝 0) := by
    have hK := t2.mul_const ((|h| + |J|) ^ 4)
    rw [zero_mul] at hK
    refine squeeze_zero' (Eventually.of_forall fun τ => by positivity) ?_ hK
    filter_upwards [self_mem_nhdsWithin] with τ hτ
    exact mul_le_mul_of_nonneg_left (pow_le_pow_left₀ (hS τ hτ).1
      ((le_abs_self _).trans (hb τ hτ)) 4) (sq_nonneg τ)
  have hw : Tendsto w (𝓝[>] 0) (𝓝 e) := by
    have L := (((t2.mul hR).sub (hz.div_const 12)).add_const (e ^ 2)).sqrt
    rw [zero_mul, zero_div, sub_zero, zero_add, Real.sqrt_sq he.le] at L
    refine L.congr' ?_
    filter_upwards [self_mem_nhdsWithin] with τ hτ
    have hc := div_mul_cancel₀ (w τ ^ 2 - e ^ 2) (pow_ne_zero 2 (ne_of_gt hτ : τ ≠ 0))
    rw [← Real.sqrt_sq (hS τ hτ).1]
    congr 1
    rw [Real.sqrt_sq (hS τ hτ).1]
    linear_combination hc
  -- divide w² - e² by w + e
  have hq := ((hR.sub ((hw.pow 4).div_const 12)).div (hw.add_const e) (by positivity)).neg
  have lim : -((((h + J) ^ 4 + (h - J) ^ 4) / 24 - e ^ 4 / 12) / (e + e)) =
      -(h ^ 2 * J ^ 2 / (6 * e)) := by
    rw [neg_inj, div_eq_div_iff (by positivity) (by positivity)]
    linear_combination (-(e / 2) * (e ^ 2 + h ^ 2 + J ^ 2)) * hsq
  rw [lim] at hq
  refine hq.congr' ?_
  filter_upwards [self_mem_nhdsWithin] with τ hτ
  have hp : w τ + e ≠ 0 := by linarith [(hS τ hτ).1] |> fun h : 0 < w τ + e => h.ne'
  change -(((w τ ^ 2 - e ^ 2) / τ ^ 2 + w τ ^ 4 / 12 - w τ ^ 4 / 12) / (w τ + e)) = _
  rw [add_sub_cancel_right, show w τ ^ 2 - e ^ 2 = (w τ + e) * (w τ - e) by ring,
    div_right_comm, mul_div_cancel_left₀ _ hp]
  ring
```

The result is a limit and gives no error bound at a chosen τ. It also says nothing about many interacting spins or statistical sampling.

The last theorem applies the same limit at τ and at τ/2. Both couplings must be nonzero: if either vanishes, the factors of P commute, the splitting is exact, and there is no error whose ratio could tend to 4.

```lean
/-- For nonzero h and J, the ratio of the Trotter error at step τ to that at step τ/2
tends to 4 as τ tends to zero from above. -/
theorem error_ratio_halving {h J : ℝ} (hh : h ≠ 0) (hJ : J ≠ 0) :
    Tendsto (fun τ : ℝ => (exactRate h J - growthRate h J τ) /
      (exactRate h J - growthRate h J (τ / 2))) (𝓝[>] 0) (𝓝 4) := by
  obtain ⟨hc, hL⟩ := trotter_error hh hJ
  have hhalf : Tendsto (fun τ : ℝ => τ / 2) (𝓝[>] 0) (𝓝[>] 0) := by
    refine tendsto_nhdsWithin_iff.2 ⟨?_, ?_⟩
    · have h2 : Continuous fun τ : ℝ => τ / 2 := by fun_prop
      simpa using (h2.tendsto 0).mono_left nhdsWithin_le_nhds
    · filter_upwards [self_mem_nhdsWithin] with τ hτ
      exact Set.mem_Ioi.2 (half_pos (Set.mem_Ioi.1 hτ))
  have hn := neg_ne_zero.2 hc.ne'
  have hq := (hL.div (hL.comp hhalf) hn).const_mul 4
  rw [div_self hn, mul_one] at hq
  refine hq.congr' ?_
  filter_upwards [self_mem_nhdsWithin] with τ hτ
  have h2 : τ ^ 2 ≠ 0 := pow_ne_zero 2 (ne_of_gt hτ)
  change 4 * ((exactRate h J - growthRate h J τ) / τ ^ 2 /
    ((exactRate h J - growthRate h J (τ / 2)) / (τ / 2) ^ 2)) = _
  rw [div_div_div_eq, show (exactRate h J - growthRate h J τ) * (τ / 2) ^ 2 =
    τ ^ 2 * ((exactRate h J - growthRate h J τ) / 4) by ring, mul_div_mul_left _ _ h2]
  ring

end

end SpinProjectorTrotter
```

```lean
#print axioms SpinProjectorTrotter.exactRate_isGreatest
-- 'SpinProjectorTrotter.exactRate_isGreatest' depends on axioms: [propext, Classical.choice, Quot.sound]
#print axioms SpinProjectorTrotter.trotter_error
-- 'SpinProjectorTrotter.trotter_error' depends on axioms: [propext, Classical.choice, Quot.sound]
#print axioms SpinProjectorTrotter.error_ratio_halving
-- 'SpinProjectorTrotter.error_ratio_halving' depends on axioms: [propext, Classical.choice, Quot.sound]
```
